# In the unpolarised electron gas, the plasma frequency exceeds the free-electron Fermi energy exactly when r > c⁴/12 ≈ 1.13 Bohr radii

Take one electron per sphere of radius $r=1$, in Hartree units. The squared plasma frequency is $3/r^3=3$, and the squared Fermi energy is $c^4/(4r^4)\approx 3.39$, where $c=(9\pi/4)^{1/3}$. The Fermi energy is larger. At $r=2$ the first square has fallen by a factor of 8, to $0.375$, and the second by a factor of 16, to about $0.212$. Now the plasma frequency is larger. The ratio of the squares is proportional to $r$, so the order changes at one radius only.

For the uniform electron gas, with a non-interacting Fermi energy and the long-wavelength plasma frequency, this radius tells whether a plasmon quantum exceeds the width of the occupied band.

## The two scales as functions of density

```lean
import Mathlib

open Real

namespace PlasmonFermiCrossover

noncomputable section
```

Mathlib supplies the real numbers and their powers; `open Real` allows the notation `π`.

```lean
/-- Electron density at Wigner-Seitz radius `r`: one electron per sphere of radius `r`. -/
def density (r : ℝ) : ℝ := 3 / (4 * π * r ^ 3)
```

The density is one electron divided by the volume of its sphere, $n=3/(4\pi r^3)$. The symbol `ℝ` is the type of real numbers, and `r` is the Wigner-Seitz radius in Bohr radii.

```lean
/-- Plasma frequency of an electron gas of density `n`, in Hartree units. -/
def plasmaFrequency (n : ℝ) : ℝ := √(4 * π * n)
```

This is $\omega_p=\sqrt{4\pi n}$, the frequency at which the electrons oscillate collectively against a rigid, uniform positive background in the long-wavelength limit. Since $\hbar=1$, it can be compared directly with an energy. The formula is taken as a definition and is not derived from equations of motion.

```lean
/-- Fermi energy of the unpolarised electron gas of density `n`, in Hartree units. -/
def fermiEnergy (n : ℝ) : ℝ := (3 * π ^ 2 * n) ^ (2 / 3 : ℝ) / 2
```

This is $E_F=(3\pi^2n)^{2/3}/2$, the kinetic energy $k_F^2/2$ at the Fermi wave number $k_F=(3\pi^2n)^{1/3}$. It describes free electrons with two spin states per orbital; exchange and correlation do not enter.

```lean
/-- The number `c = (9π/4)^(1/3)`. -/
def fermiCoeff : ℝ := (9 * π / 4) ^ (1 / 3 : ℝ)
```

The number $c=(9\pi/4)^{1/3}\approx1.919$ will turn out to be the product $k_Fr$.

```lean
/-- The Wigner-Seitz radius `c⁴/12`. -/
def crossoverRadius : ℝ := fermiCoeff ^ 4 / 12
```

This names the candidate threshold, $r_c=c^4/12$. A definition makes no claim about where the scales cross; that comes with the theorems.

## Removing the fractional powers

```lean
private lemma cbrt_cube {y : ℝ} (hy : 0 ≤ y) : (y ^ (1 / 3 : ℝ)) ^ 3 = y := by
  rw [← Real.rpow_natCast, ← Real.rpow_mul hy]
  norm_num
```

For $y\ge0$, $(y^{1/3})^3=y$. The proof writes the cube as a real power, multiplies the exponents, and lets `norm_num` do the arithmetic. The name `hy` labels the hypothesis $0\le y$, so that the proof can refer to it.

```lean
private lemma cube_two_thirds {x : ℝ} (hx : 0 ≤ x) : (x ^ 3) ^ (2 / 3 : ℝ) = x ^ 2 := by
  rw [← Real.rpow_natCast x 3, ← Real.rpow_mul hx, ← Real.rpow_natCast x 2]
  congr 1
  norm_num
```

Likewise $(x^3)^{2/3}=x^2$ for $x\ge0$.

```lean
private lemma fermiCoeff_pos : 0 < fermiCoeff := by
  unfold fermiCoeff
  positivity
```

The constant $c$ is positive. The tactic `positivity` reads this off from the form of the expression.

```lean
private lemma fermiCoeff_cube : fermiCoeff ^ 3 = 9 * π / 4 :=
  cbrt_cube (by positivity)
```

The first cube-root identity gives $c^3=9\pi/4$.

## Both scales at a given radius

```lean
/-- At Wigner-Seitz radius `r` the plasma frequency is `√(3/r³)` and the Fermi energy is
`c²/(2r²)`. -/
theorem scales_of_radius {r : ℝ} (hr : 0 < r) :
    plasmaFrequency (density r) = √(3 / r ^ 3) ∧
      fermiEnergy (density r) = fermiCoeff ^ 2 / (2 * r ^ 2) := by
  have hc := fermiCoeff_pos
  constructor
  · have h : 4 * π * density r = 3 / r ^ 3 := by
      unfold density
      field_simp
    unfold plasmaFrequency
    rw [h]
  · -- the argument of the fractional power is a perfect cube
    have h : 3 * π ^ 2 * density r = (fermiCoeff / r) ^ 3 := by
      rw [div_pow, fermiCoeff_cube]
      unfold density
      field_simp
      ring
    unfold fermiEnergy
    rw [h, cube_two_thirds (by positivity)]
    field_simp
```

For every $r>0$, the statement gives $\omega_p=\sqrt{3/r^3}$ and $E_F=c^2/(2r^2)$; the sign `∧` means "and". By hand, substitute the density:

$$4\pi n=\frac{3}{r^3},\qquad 3\pi^2n=\frac{9\pi}{4r^3}=\left(\frac{c}{r}\right)^3 .$$

The first equation gives the plasma frequency. The second gives $k_F=c/r$, and hence $E_F=c^2/(2r^2)$.

The Lean proof has the same two branches. In each, `h` is one of the displayed equations. `field_simp` clears denominators, `ring` verifies polynomial identities, and `rw` replaces one side of an equation by the other.

```lean
/-- The squared plasma frequency is the squared Fermi energy times the ratio of `r` to the
crossover radius. -/
theorem plasmaFrequency_sq {r : ℝ} (hr : 0 < r) :
    plasmaFrequency (density r) ^ 2 =
      r / crossoverRadius * fermiEnergy (density r) ^ 2 := by
  have hc := fermiCoeff_pos
  rw [(scales_of_radius hr).1, (scales_of_radius hr).2, Real.sq_sqrt (by positivity)]
  unfold crossoverRadius
  field_simp
  ring
```

Here the proportionality from the opening becomes an identity:

$$\omega_p^2=\frac{3}{r^3}=\frac{12r}{c^4}\cdot\frac{c^4}{4r^4}=\frac{r}{r_c}\,E_F^2 .$$

The proof inserts the two formulas, removes the square root by squaring, and checks the remaining algebra.

## The crossover for a non-negative multiple of the Fermi energy

```lean
/-- For `a ≥ 0`, the plasma frequency exceeds `a` times the Fermi energy exactly when the
Wigner-Seitz radius exceeds `a²` times the crossover radius. -/
theorem multiple_lt_plasmaFrequency_iff {a r : ℝ} (ha : 0 ≤ a) (hr : 0 < r) :
    a * fermiEnergy (density r) < plasmaFrequency (density r) ↔
      a ^ 2 * crossoverRadius < r := by
  have hc := fermiCoeff_pos
  rw [(scales_of_radius hr).1, (scales_of_radius hr).2, Real.lt_sqrt (by positivity)]
  unfold crossoverRadius
  -- the difference of the squares has the sign of the distance to the threshold
  have key : 3 / r ^ 3 - (a * (fermiCoeff ^ 2 / (2 * r ^ 2))) ^ 2 =
      3 / r ^ 4 * (r - a ^ 2 * (fermiCoeff ^ 4 / 12)) := by
    field_simp
    ring
  have hk : 0 < 3 / r ^ 4 := by positivity
  constructor
  · intro h
    have h1 := sub_pos.2 h
    rw [key] at h1
    exact sub_pos.1 ((mul_pos_iff_of_pos_left hk).1 h1)
  · intro h
    apply sub_pos.1
    rw [key]
    exact mul_pos hk (sub_pos.2 h)
```

For $a\ge0$ and $r>0$, the theorem says that $aE_F<\omega_p$ exactly when $a^2r_c<r$. The sign `↔` means that each inequality implies the other.

Both sides of the first inequality are non-negative, so it may be squared without changing its truth. The difference of the squares factors:

$$\frac{3}{r^3}-\frac{a^2c^4}{4r^4}=\frac{3}{r^4}\left(r-a^2\frac{c^4}{12}\right).$$

The prefactor is positive, so the difference has the sign of $r-a^2r_c$.

In the code, `Real.lt_sqrt` does the squaring, `key` is the factorisation, and `hk` is the positivity of the prefactor. The two bullets after `constructor` prove the two directions, using `sub_pos` to pass between $u<v$ and $0<v-u$.

A neighbouring result follows from the same argument. In a fully spin-polarised gas of the same density, each orbital holds one electron, so the Fermi energy is $(6\pi^2n)^{2/3}/2$, which is $2^{2/3}$ times the unpolarised value. Setting $a=2^{2/3}$ moves the crossover to $r=2^{4/3}r_c\approx2.85$.

## Locating the threshold

```lean
/-- The crossover radius lies between 1.13 and 1.131 Bohr radii. -/
theorem crossoverRadius_bounds : 1.13 < crossoverRadius ∧ crossoverRadius < 1.131 := by
  have hc := fermiCoeff_pos
  have lo := Real.pi_gt_d4
  have hi := Real.pi_lt_d4
  -- cubing removes the fractional power
  have hcube : crossoverRadius ^ 3 = (9 * π / 4) ^ 4 / 1728 := by
    rw [← fermiCoeff_cube]
    unfold crossoverRadius
    ring
  have hpos : 0 ≤ crossoverRadius := by
    unfold crossoverRadius
    positivity
  constructor
  · apply lt_of_pow_lt_pow_left₀ 3 hpos
    rw [hcube]
    calc (1.13 : ℝ) ^ 3 < (9 * 3.1415 / 4) ^ 4 / 1728 := by norm_num
      _ < (9 * π / 4) ^ 4 / 1728 := by gcongr
  · apply lt_of_pow_lt_pow_left₀ 3 (by norm_num)
    rw [hcube]
    calc (9 * π / 4) ^ 4 / 1728 < (9 * 3.1416 / 4) ^ 4 / 1728 := by gcongr
      _ < (1.131 : ℝ) ^ 3 := by norm_num
```

The claim is $1.13<r_c<1.131$. Cubing removes the fractional power:

$$r_c^3=\frac{c^{12}}{12^3}=\frac{(9\pi/4)^4}{1728}.$$

The right side increases with $\pi$, so the bounds $3.1415<\pi<3.1416$ enclose it. It remains to check, with rational numbers only, that

$$1.13^3<\frac{(9\cdot3.1415/4)^4}{1728},\qquad \frac{(9\cdot3.1416/4)^4}{1728}<1.131^3 .$$

For non-negative numbers, the order of the cubes is the order of the numbers themselves.

In Lean, `hcube` is the formula for $r_c^3$, and `lo` and `hi` are the bounds on $\pi$. Each `calc` block is a chain of inequalities: `norm_num` does the rational step, and `gcongr` replaces $\pi$ by its bound inside an increasing expression.

```lean
/-- The plasma frequency exceeds the Fermi energy exactly when the Wigner-Seitz radius exceeds
`c⁴/12`, and this threshold lies between 1.13 and 1.131. -/
theorem plasmon_fermi_crossover :
    (∀ r : ℝ, 0 < r →
      (fermiEnergy (density r) < plasmaFrequency (density r) ↔ fermiCoeff ^ 4 / 12 < r)) ∧
    1.13 < fermiCoeff ^ 4 / 12 ∧ fermiCoeff ^ 4 / 12 < 1.131 := by
  refine ⟨fun r hr => ?_, crossoverRadius_bounds⟩
  have h := multiple_lt_plasmaFrequency_iff zero_le_one hr
  rw [one_mul, one_pow, one_mul] at h
  exact h
```

This theorem joins the two parts. Read `∀ r : ℝ, 0 < r →` as "for every real $r$, if $r$ is positive, then". What follows is $E_F<\omega_p$ if and only if $c^4/12<r$, and the last line places the threshold between 1.13 and 1.131. At $r=c^4/12$ itself the two scales are equal, so the strict inequality fails there.

The proof sets $a=1$ in the result for multiples, simplifies the factors of 1, and adds the numerical bounds.

## The same crossover in terms of density

```lean
/-- At positive density `n`, the plasma frequency exceeds the Fermi energy exactly when `n <
4096/(81π⁵)`. -/
theorem fermiEnergy_lt_plasmaFrequency_iff_density {n : ℝ} (hn : 0 < n) :
    fermiEnergy n < plasmaFrequency n ↔ n < 4096 / (81 * π ^ 5) := by
  -- `x` is the Fermi wave number
  obtain ⟨x, hx, hx3⟩ : ∃ x : ℝ, 0 < x ∧ x ^ 3 = 3 * π ^ 2 * n :=
    ⟨(3 * π ^ 2 * n) ^ (1 / 3 : ℝ), by positivity, cbrt_cube (by positivity)⟩
  have hnx : n = x ^ 3 / (3 * π ^ 2) := by
    rw [hx3]
    field_simp
  unfold fermiEnergy plasmaFrequency
  rw [← hx3, cube_two_thirds hx.le, Real.lt_sqrt (by positivity)]
  -- both inequalities compare `x` with `16/(3π)`
  have key1 : 4 * π * n - (x ^ 2 / 2) ^ 2 = x ^ 3 / 4 * (16 / (3 * π) - x) := by
    rw [hnx]
    field_simp
    ring
  have key2 : 4096 / (81 * π ^ 5) - n =
      1 / (3 * π ^ 2) * ((16 / (3 * π)) ^ 3 - x ^ 3) := by
    rw [hnx]
    field_simp
    ring
  have hk1 : 0 < x ^ 3 / 4 := by positivity
  have hk2 : 0 < 1 / (3 * π ^ 2) := by positivity
  constructor
  · intro h
    have h1 := sub_pos.2 h
    rw [key1] at h1
    have h2 := sub_pos.1 ((mul_pos_iff_of_pos_left hk1).1 h1)
    apply sub_pos.1
    rw [key2]
    exact mul_pos hk2 (sub_pos.2 (pow_lt_pow_left₀ h2 hx.le three_ne_zero))
  · intro h
    have h1 := sub_pos.2 h
    rw [key2] at h1
    have h2 := sub_pos.1 ((mul_pos_iff_of_pos_left hk2).1 h1)
    apply sub_pos.1
    rw [key1]
    exact mul_pos hk1 (sub_pos.2 (lt_of_pow_lt_pow_left₀ 3 (by positivity) h2))

end

end PlasmonFermiCrossover
```

For $n>0$, the plasma frequency exceeds the Fermi energy exactly when $n<4096/(81\pi^5)$, in electrons per cubic Bohr radius. The inequality now points the other way, because a larger radius means a lower density.

By hand, let $x=k_F$, so that $x^3=3\pi^2n$ and $n=x^3/(3\pi^2)$. Then $E_F=x^2/2$, and the difference of the squares is

$$4\pi n-\frac{x^4}{4}=\frac{4x^3}{3\pi}-\frac{x^4}{4}=\frac{x^3}{4}\left(\frac{16}{3\pi}-x\right).$$

Thus $E_F<\omega_p$ exactly when $x<16/(3\pi)$. Cubing preserves this order, and division by $3\pi^2$ turns it into

$$n<\frac{1}{3\pi^2}\left(\frac{16}{3\pi}\right)^3=\frac{4096}{81\pi^5}.$$

The `obtain` line introduces $x$ together with its positivity `hx` and its defining equation `hx3`. Then `key1` is the factorised difference of squares, and `key2` expresses the distance from the threshold density through a difference of cubes. Each direction of the proof passes from one to the other through the comparison of $x$ with $16/(3\pi)$.

The hypothesis $n>0$ is needed. At $n=0$ both scales vanish, so $E_F<\omega_p$ reads $0<0$ and is false, while $0<4096/(81\pi^5)$ is true. The equivalence fails for the empty system.

```lean
#print axioms PlasmonFermiCrossover.plasmaFrequency_sq
#print axioms PlasmonFermiCrossover.plasmon_fermi_crossover
#print axioms PlasmonFermiCrossover.fermiEnergy_lt_plasmaFrequency_iff_density
```

```
'PlasmonFermiCrossover.plasmaFrequency_sq' depends on axioms: [propext, Classical.choice, Quot.sound]
'PlasmonFermiCrossover.plasmon_fermi_crossover' depends on axioms: [propext, Classical.choice, Quot.sound]
'PlasmonFermiCrossover.fermiEnergy_lt_plasmaFrequency_iff_density' depends on axioms: [propext, Classical.choice, Quot.sound]
```
